# Coulomb solutions with an inverse-square core: a polynomial factor of degree k requires ν = k + s + 1

If I add an attractive core term $-c/(2r^2)$, with $0<c\le(l+\tfrac12)^2$, to the hydrogen problem and keep using $-1/(2n^2)$ with $n=k+l+1$, every level comes out too high. Here $l$ is the orbital quantum number and $k$ is the degree of the polynomial in the radial function. The repair I know is to absorb the core term into a non-integer angular momentum $s$ and to replace $n$ by $n-\delta$, where the quantum defect $\delta=l-s$ is the same for all $k$. For this particular core term the shift should be exact and not a fit. Can that be made rigorous and machine-checked, including the claim that no other energy admits such a solution?

## The recursion stops at degree k for only one value of ν

Yes, for solutions of the form power times exponential times polynomial, once the power of $r$ and the degree of the polynomial are fixed. In atomic units, write the energy as $-1/(2\nu^2)$ with $\nu>0$, and take

$$u(r)=r^{s+1}e^{-r/\nu}P(r),\qquad s>-1,$$

where $P$ is a nonzero real polynomial of degree $k$. The equation to solve on $r>0$ is

$$-\tfrac12u''+\left(\frac{s(s+1)}{2r^2}-\frac1r\right)u=-\frac{1}{2\nu^2}u .$$

The product rule gives $u'=r^{s}e^{-r/\nu}Q$ with $Q=(s+1)P+r(P'-P/\nu)$. Applying it again gives $u''=r^{s-1}e^{-r/\nu}\,[\,sQ+r(Q'-Q/\nu)\,]$, and the bracket expands to

$$s(s+1)P+r^2P''+(2s+2)rP'-\frac{2}{\nu}r^2P'-\frac{2s+2}{\nu}rP+\frac{r^2}{\nu^2}P .$$

In the radial equation the first term cancels the centrifugal term, and the last cancels the energy term. The left side minus the right side is therefore

$$-\tfrac12\,r^{s}e^{-r/\nu}\left[rP''+(2s+2)P'-\frac2\nu rP'+\left(2-\frac{2s+2}{\nu}\right)P\right].$$

The prefactor never vanishes for $r>0$, so the square bracket must be zero at every positive $r$. It is a polynomial with infinitely many roots, hence the zero polynomial. With $P=\sum_n p_nr^n$, its coefficient of $r^n$ gives

$$(n+1)(n+2s+2)\,p_{n+1}=\frac2\nu\,(n+s+1-\nu)\,p_n .$$

At $n=k$ we have $p_{k+1}=0$ and $p_k\neq0$, which forces $\nu=k+s+1$.

Conversely, let $\nu=k+s+1$ and start from $p_0=1$. The factor on the left is positive because $s>-1$. The factor $n+s+1-\nu=n-k$ is nonzero for $n<k$ and zero at $n=k$. The coefficients thus survive up to $p_k$ and then stop, which gives a polynomial of degree exactly $k$. For $k=0$ it is the constant 1, with $\nu=s+1$.

For the core term, we need $s(s+1)=l(l+1)-c$. Adding $\tfrac14$ to both sides gives $(s+\tfrac12)^2=(l+\tfrac12)^2-c$. For $c\le(l+\tfrac12)^2$ we take the root

$$s=\sqrt{(l+\tfrac12)^2-c}-\tfrac12,\qquad \delta=l-s,\qquad \nu=k+l+1-\delta .$$

The defect contains $l$ and $c$ but not $k$. It is zero exactly when the square root equals $l+\tfrac12$, that is, when $c=0$.

## Radial functions, energies and the core strength in Lean

`radialHamiltonian g u r` is the left side of the radial equation, with `g` the numerator of the term $g/(2r^2)$. `SolvesRadial g ν u` requires the equation at every $r>0$, and `radialFn a ν P` is $r^ae^{-r/\nu}P(r)$. Polynomials are elements of `ℝ[X]`, and `natDegree` is their degree. The zero polynomial has `natDegree` 0, so `P ≠ 0` is needed to exclude the trivial solution when $k=0$.

The theorem `exact_quantization` says: for $s>-1$, $\nu>0$ and natural $k$, a nonzero $P$ of degree $k$ that solves the equation exists if and only if $\nu=k+s+1$. This includes the range $s>-\tfrac12$. For $-1<s<-\tfrac12$ the same Hamiltonian also arises from $-1-s$, and the theorem describes the less regular of the two families at the origin. The definition `effectiveL` always selects the root with $s\ge-\tfrac12$. When $l(l+1)<c<(l+\tfrac12)^2$, the other root also lies above $-1$ and gives solutions of the same form with a different power of $r$ and at other energies; choosing `effectiveL` leaves them out.

`rydberg_with_core` restates the result for orbital number `l` and core strength `c`, and `quantumDefect_eq_zero_iff` says that the defect vanishes only without the core term. Both assume $c\le(l+\tfrac12)^2$. For larger $c$ Lean's square root of a negative number is 0, and `effectiveL` no longer satisfies $s(s+1)=l(l+1)-c$. The constant $c$ is postulated. It stands for the extra attraction that an outer electron feels when it penetrates the ionic core, modelled here by a pure inverse-square potential. Negative $c$, a repulsive core, is allowed and gives a negative defect.

The theorems concern this family of functions and a differential equation on the half-line. They contain no Hilbert space, self-adjoint extension or completeness statement, so they do not say that these are all the bound states. The result bears on Rydberg series of alkali-like atoms within a one-electron model with this special core; in a real atom the core potential has a different shape, and the defect varies somewhat with energy.

```lean
import Mathlib

open Polynomial Topology

namespace CoulombQuantumDefect

noncomputable section

/-- The radial Hamiltonian in atomic units with unit Coulomb charge and inverse-square term
`g/(2r²)`, applied to `u` at radius `r`. -/
def radialHamiltonian (g : ℝ) (u : ℝ → ℝ) (r : ℝ) : ℝ :=
  -(deriv (deriv u) r) / 2 + (g / (2 * r ^ 2) - 1 / r) * u r

/-- The function `u` solves the radial equation on `r > 0` at energy `-1/(2ν²)`. -/
def SolvesRadial (g ν : ℝ) (u : ℝ → ℝ) : Prop :=
  ∀ r : ℝ, 0 < r → radialHamiltonian g u r = -(1 / (2 * ν ^ 2)) * u r

/-- The radial function `r^a exp(-r/ν) P(r)`. -/
def radialFn (a ν : ℝ) (P : ℝ[X]) (r : ℝ) : ℝ :=
  r ^ a * Real.exp (-r / ν) * P.eval r

/-- The polynomial factor produced by differentiating `r^a exp(-r/ν) P(r)`. -/
def slope (a ν : ℝ) (P : ℝ[X]) : ℝ[X] :=
  C a * P + X * (derivative P - C (1 / ν) * P)

/-- The differential expression in `P` left after the power and the exponential
are split off from the radial equation. -/
def reduced (s ν : ℝ) (P : ℝ[X]) : ℝ[X] :=
  X * derivative (derivative P) + C (2 * s + 2) * derivative P
    - C (2 / ν) * (X * derivative P) + C (2 - (2 * s + 2) / ν) * P

/-- Differentiation lowers the power of `r` by one and changes the polynomial factor. -/
theorem hasDerivAt_radialFn (a ν : ℝ) (P : ℝ[X]) {r : ℝ} (hr : 0 < r) :
    HasDerivAt (radialFn a ν P) (radialFn (a - 1) ν (slope a ν P) r) r := by
  have h1 : HasDerivAt (fun x : ℝ => x ^ a) (a * r ^ (a - 1)) r :=
    Real.hasDerivAt_rpow_const (Or.inl hr.ne')
  have h2 : HasDerivAt (fun x : ℝ => Real.exp (-x / ν)) (Real.exp (-r / ν) * (-1 / ν)) r :=
    ((hasDerivAt_id' r).fun_neg.div_const ν).exp
  have hp : r ^ a = r ^ (a - 1) * r := by
    rw [← Real.rpow_add_one hr.ne', sub_add_cancel]
  have h := (h1.fun_mul h2).fun_mul (P.hasDerivAt r)
  refine h.congr_deriv ?_
  simp only [radialFn, slope, eval_add, eval_mul, eval_sub, eval_C, eval_X]
  rw [hp]
  ring

/-- The residual of the radial equation is again a power times an exponential times
a polynomial. -/
theorem radial_residual (s : ℝ) {ν : ℝ} (hν : 0 < ν) (P : ℝ[X]) {r : ℝ} (hr : 0 < r) :
    radialHamiltonian (s * (s + 1)) (radialFn (s + 1) ν P) r
      + 1 / (2 * ν ^ 2) * radialFn (s + 1) ν P r
      = -(1 / 2) * radialFn s ν (reduced s ν P) r := by
  -- the first derivative is known on a neighbourhood of r, so it can be differentiated again
  have hd : deriv (radialFn (s + 1) ν P) =ᶠ[𝓝 r]
      radialFn (s + 1 - 1) ν (slope (s + 1) ν P) := by
    filter_upwards [Ioi_mem_nhds hr] with x hx
    exact (hasDerivAt_radialFn (s + 1) ν P hx).deriv
  have hdd := hd.deriv_eq.trans
    (hasDerivAt_radialFn (s + 1 - 1) ν (slope (s + 1) ν P) hr).deriv
  have e : s + 1 - 1 - 1 = s - 1 := by ring
  have hp0 : r ^ s = r ^ (s - 1) * r := by
    rw [← Real.rpow_add_one hr.ne', sub_add_cancel]
  have hp1 : r ^ (s + 1) = r ^ (s - 1) * r ^ 2 := by
    rw [Real.rpow_add_one hr.ne', hp0]
    ring
  unfold radialHamiltonian
  rw [hdd]
  simp only [radialFn, slope, reduced, derivative_add, derivative_mul, derivative_sub,
    derivative_C, derivative_X, eval_add, eval_mul, eval_sub, eval_C, eval_X, eval_zero,
    eval_one]
  rw [e, hp1, hp0]
  generalize r ^ (s - 1) = A
  generalize Real.exp (-r / ν) = E
  have hr0 := hr.ne'
  have hν0 := hν.ne'
  field_simp
  ring

/-- The radial equation on the half-line is equivalent to a polynomial identity. -/
theorem solvesRadial_iff (s : ℝ) {ν : ℝ} (hν : 0 < ν) (P : ℝ[X]) :
    SolvesRadial (s * (s + 1)) ν (radialFn (s + 1) ν P) ↔ reduced s ν P = 0 := by
  constructor
  · intro h
    -- a polynomial vanishing on the whole half-line is zero
    refine eq_zero_of_infinite_isRoot _ ((Set.Ioi_infinite (0 : ℝ)).mono fun r hr => ?_)
    have hr' : 0 < r := hr
    have h1 := radial_residual s hν P hr'
    have h2 := h r hr'
    have h3 : radialFn s ν (reduced s ν P) r = 0 := by
      linear_combination 2 * h1 - 2 * h2
    have hpos : 0 < r ^ s * Real.exp (-r / ν) := by positivity
    unfold radialFn at h3
    exact (mul_eq_zero.mp h3).resolve_left hpos.ne'
  · intro h r hr
    have h1 := radial_residual s hν P hr
    have h0 : radialFn s ν 0 r = 0 := by simp [radialFn]
    rw [h, h0] at h1
    linear_combination h1

/-- Each coefficient of the reduced equation links two neighbouring coefficients of `P`. -/
theorem coeff_reduced (s : ℝ) {ν : ℝ} (hν : 0 < ν) (P : ℝ[X]) (n : ℕ) :
    (reduced s ν P).coeff n = ((n : ℝ) + 1) * (n + 2 * s + 2) * P.coeff (n + 1)
      - 2 / ν * (n + s + 1 - ν) * P.coeff n := by
  have hw : 2 / ν * ν = 2 := div_mul_cancel₀ _ hν.ne'
  cases n with
  | zero =>
    simp only [reduced, coeff_add, coeff_sub, mul_coeff_zero, coeff_C_zero, coeff_X_zero,
      coeff_derivative]
    push_cast
    linear_combination (-(P.coeff 0)) * hw
  | succ n =>
    simp only [reduced, coeff_add, coeff_sub, coeff_C_mul, coeff_X_mul, coeff_derivative]
    push_cast
    linear_combination (-(P.coeff (n + 1))) * hw

/-- The coefficients generated from the starting value 1 by the two-term recursion. -/
def seriesCoeff (s ν : ℝ) : ℕ → ℝ
  | 0 => 1
  | n + 1 => 2 / ν * (n + s + 1 - ν) / (((n : ℝ) + 1) * (n + 2 * s + 2)) * seriesCoeff s ν n

/-- If `ν = k + s + 1`, the series cut off after degree `k` has degree exactly `k` and
solves the reduced equation. -/
theorem truncated_series {s ν : ℝ} (hs : -1 < s) (hν : 0 < ν) (k : ℕ) (hk : ν = k + s + 1) :
    (∑ n ∈ Finset.range (k + 1), monomial n (seriesCoeff s ν n)).natDegree = k ∧
    (∑ n ∈ Finset.range (k + 1), monomial n (seriesCoeff s ν n)) ≠ 0 ∧
    reduced s ν (∑ n ∈ Finset.range (k + 1), monomial n (seriesCoeff s ν n)) = 0 := by
  have hD : ∀ n : ℕ, ((n : ℝ) + 1) * (n + 2 * s + 2) ≠ 0 := fun n => by
    have h0 : (0 : ℝ) ≤ n := Nat.cast_nonneg n
    have h1 : 0 < (n : ℝ) + 2 * s + 2 := by linarith
    positivity
  -- the coefficients do not vanish before the series terminates
  have hne : ∀ n : ℕ, n ≤ k → seriesCoeff s ν n ≠ 0 := by
    intro n
    induction n with
    | zero => intro _; simp [seriesCoeff]
    | succ n ih =>
      intro hn
      have hlt : (n : ℝ) < k := by exact_mod_cast hn
      have hf : (n : ℝ) + s + 1 - ν ≠ 0 := by
        apply ne_of_lt
        linarith
      rw [seriesCoeff]
      exact mul_ne_zero (div_ne_zero (mul_ne_zero (div_ne_zero two_ne_zero hν.ne') hf) (hD n))
        (ih (by omega))
  have hc : ∀ n : ℕ, (∑ i ∈ Finset.range (k + 1), monomial i (seriesCoeff s ν i)).coeff n
      = if n < k + 1 then seriesCoeff s ν n else 0 := by
    intro n
    simp [Polynomial.finsetSum_coeff, coeff_monomial]
  generalize (∑ i ∈ Finset.range (k + 1), monomial i (seriesCoeff s ν i)) = P at hc ⊢
  have htop : P.coeff k ≠ 0 := by
    rw [hc, if_pos (by omega)]
    exact hne k le_rfl
  refine ⟨le_antisymm (natDegree_le_iff_coeff_eq_zero.mpr fun N hN => ?_)
    (le_natDegree_of_ne_zero htop), fun h0 => htop (by rw [h0, coeff_zero]), ?_⟩
  · rw [hc, if_neg (by omega)]
  · ext n
    rw [coeff_reduced s hν, coeff_zero, hc, hc]
    rcases lt_trichotomy n k with h | h | h
    · rw [if_pos (by omega), if_pos (by omega), seriesCoeff]
      have hq := div_mul_cancel₀ (2 / ν * ((n : ℝ) + s + 1 - ν)) (hD n)
      linear_combination seriesCoeff s ν n * hq
    · -- at n = k the recursion factor vanishes
      have hz : (n : ℝ) + s + 1 - ν = 0 := by rw [h, hk]; ring
      rw [if_neg (by omega), hz]
      ring
    · rw [if_neg (by omega), if_neg (by omega)]
      ring

/-- A radial function `r^(s+1) exp(-r/ν) P(r)` with `P` of degree `k` solves the Coulomb
equation at energy `-1/(2ν²)` for some nonzero `P` exactly when `ν = k + s + 1`. -/
theorem exact_quantization {s ν : ℝ} (hs : -1 < s) (hν : 0 < ν) (k : ℕ) :
    (∃ P : ℝ[X], P ≠ 0 ∧ P.natDegree = k ∧
      SolvesRadial (s * (s + 1)) ν (radialFn (s + 1) ν P)) ↔ ν = k + s + 1 := by
  constructor
  · rintro ⟨P, hP, rfl, h⟩
    rw [solvesRadial_iff s hν] at h
    -- read off the coefficient of highest degree
    have hc := coeff_reduced s hν P P.natDegree
    rw [h, coeff_zero, coeff_eq_zero_of_natDegree_lt
      (show P.natDegree < P.natDegree + 1 by omega)] at hc
    have hl : P.coeff P.natDegree ≠ 0 := leadingCoeff_ne_zero.mpr hP
    have hprod : 2 / ν * ((P.natDegree : ℝ) + s + 1 - ν) * P.coeff P.natDegree = 0 := by
      linear_combination hc
    have h2 : 2 / ν ≠ 0 := div_ne_zero two_ne_zero hν.ne'
    have h3 := (mul_eq_zero.mp ((mul_eq_zero.mp hprod).resolve_right hl)).resolve_left h2
    linarith
  · intro hk
    obtain ⟨hdeg, hne, hred⟩ := truncated_series hs hν k hk
    exact ⟨_, hne, hdeg, (solvesRadial_iff s hν _).mpr hred⟩

/-- The effective angular momentum `s` for orbital number `l` and a core term `-c/(2r²)`. -/
def effectiveL (l : ℕ) (c : ℝ) : ℝ := √(((l : ℝ) + 1 / 2) ^ 2 - c) - 1 / 2

/-- The quantum defect `l - s`. -/
def quantumDefect (l : ℕ) (c : ℝ) : ℝ := l - effectiveL l c

/-- With a core term `-c/(2r²)` added to the Coulomb problem and `s = effectiveL l c`, a solution
`r^(s+1) exp(-r/ν) P(r)` at energy `-1/(2ν²)` with `P` nonzero of degree `k` exists exactly when `ν`
is `k + l + 1` minus the quantum defect. -/
theorem rydberg_with_core (l : ℕ) {c ν : ℝ} (hc : c ≤ ((l : ℝ) + 1 / 2) ^ 2) (hν : 0 < ν)
    (k : ℕ) :
    (∃ P : ℝ[X], P ≠ 0 ∧ P.natDegree = k ∧
      SolvesRadial ((l : ℝ) * (l + 1) - c) ν (radialFn (effectiveL l c + 1) ν P)) ↔
      ν = ((k : ℝ) + l + 1) - quantumDefect l c := by
  have hs : -1 < effectiveL l c := by
    have h := Real.sqrt_nonneg (((l : ℝ) + 1 / 2) ^ 2 - c)
    unfold effectiveL
    linarith
  have hg : (l : ℝ) * (l + 1) - c = effectiveL l c * (effectiveL l c + 1) := by
    have h := Real.sq_sqrt (sub_nonneg.mpr hc)
    unfold effectiveL
    linear_combination -h
  rw [hg, exact_quantization hs hν k]
  unfold quantumDefect
  constructor <;> intro h <;> linarith

/-- The quantum defect vanishes exactly when the core term is absent. -/
theorem quantumDefect_eq_zero_iff (l : ℕ) {c : ℝ} (hc : c ≤ ((l : ℝ) + 1 / 2) ^ 2) :
    quantumDefect l c = 0 ↔ c = 0 := by
  unfold quantumDefect effectiveL
  constructor
  · intro h
    have h1 := Real.sq_sqrt (sub_nonneg.mpr hc)
    have h2 : √(((l : ℝ) + 1 / 2) ^ 2 - c) = l + 1 / 2 := by linarith
    rw [h2] at h1
    linarith
  · intro h
    have hl : (0 : ℝ) ≤ (l : ℝ) + 1 / 2 := by positivity
    rw [h, sub_zero, Real.sqrt_sq hl]
    ring

end

end CoulombQuantumDefect
```

```lean
#print axioms CoulombQuantumDefect.rydberg_with_core
#print axioms CoulombQuantumDefect.quantumDefect_eq_zero_iff
```

```
'CoulombQuantumDefect.rydberg_with_core' depends on axioms: [propext, Classical.choice, Quot.sound]
'CoulombQuantumDefect.quantumDefect_eq_zero_iff' depends on axioms: [propext, Classical.choice, Quot.sound]
```

## From two derivatives to a polynomial identity

`hasDerivAt_radialFn` is the product rule used above: differentiation lowers the power by one and replaces $P$ by `slope a ν P`, which is $Q$ when $a=s+1$. `radial_residual` applies it twice. A second derivative at $r$ needs the first derivative at nearby points too, so the proof establishes the formula for $u'$ on a neighbourhood of $r$ before differentiating again. It then writes all powers as multiples of $r^{s-1}$, treats that power and the exponential as plain symbols, and leaves the cancellation to `field_simp` and `ring`. What remains is `reduced s ν P`, the square bracket of the derivation.

`solvesRadial_iff` turns the differential equation into `reduced s ν P = 0`. In one direction it divides out the positive prefactor and uses `eq_zero_of_infinite_isRoot`; in the other it substitutes the zero polynomial into the residual. `coeff_reduced` is the two-term recursion. It treats $n=0$ separately, since multiplication by $r$ contributes nothing to the constant coefficient.

`seriesCoeff` defines the coefficients starting from 1, and `truncated_series` shows that their sum up to $r^k$ has the required properties. An induction proves that the coefficients are nonzero up to $k$. The reduced equation is then checked coefficient by coefficient: for $n<k$ it holds by the definition of the series, at $n=k$ because the factor $n+s+1-\nu$ vanishes, and for $n>k$ because both coefficients are zero.

In `exact_quantization` the forward direction reads off the coefficient at the degree of $P$ and cancels the nonzero leading coefficient. The backward direction supplies the truncated series. For the core term, `rydberg_with_core` proves $l(l+1)-c=s(s+1)$ by squaring the root and then applies the general theorem. `quantumDefect_eq_zero_iff` uses the same square to recover $c=0$ from a vanishing defect.

## Energies and a node for l = 0, c = 0.16

In a program the whole effect of the core term sits in one line that computes $s$:

```python
s = sqrt((l + 0.5)**2 - c) - 0.5
E = [-0.5 / (k + s + 1)**2 for k in range(kmax)]
```

For $l=0$ and $c=0.16$ the square root is $0.3$, so $s=-0.2$ and $\delta=0.2$. The first two values of $\nu$ are $0.8$ and $1.8$, with energies $-0.78125$ and about $-0.1543$ hartree, against $-0.5$ and $-0.125$ without the core term. For $k=1$ the recursion gives $P(r)=1-r/1.44$, so the radial function has its node at $r=1.44$ bohr.

These numbers make a convenient check of a numerical radial solver. Convert each computed energy to $\nu=1/\sqrt{-2E}$ and compare $k+l+1-\nu$ across the series: for solutions that behave as $r^{0.8}$ at the origin it should stay at $0.2$. An outward integration should start from $u\sim r^{s+1}=r^{0.8}$, not from the hydrogenic $r^{l+1}=r$. The condition $u(0)=0$ alone does not select this family: here the other root $s=-0.8$ gives solutions that behave as $r^{0.2}$, also vanish at the origin, and have $\nu=k+0.2$.
